# Even degeneracy of each positive eigenvalue of r†r for an antisymmetric reflection matrix r

For waves in a finite number of modes, let the reflection matrix r be a complex square matrix with rᵀ = −r; nothing else, such as unitarity of the full scattering matrix, is assumed of it. The declaration `even_finrank_reflection` states that for every real R > 0 the space of amplitudes v with r†r v = R v has even dimension, which is zero if R is not an eigenvalue. For v of unit norm in this space, R is the squared norm of the reflected wave r v. The proof supposes the dimension odd, so that the antisymmetric form uᵀ r w, restricted to the eigenspace, has zero determinant and some nonzero v in the space pairs to zero with all of it. The complex conjugate of r v lies in the same space, and pairing it with v gives the squared norm of r v, so r v = 0 and hence R v = 0, which is impossible.

This version doesn't compile in Lean 4 with Mathlib:

```lean
import Mathlib

open Matrix Module
open scoped ComplexOrder

namespace SpinOrbitScattering

noncomputable section

variable {n m : Type*} [Fintype n] [DecidableEq n] [Fintype m] [DecidableEq m]

/-- The space of mode amplitudes `v` with `A v = c v`, that is, the kernel of `A - c`. -/
def channelSpace (A : Matrix n n ℂ) (c : ℝ) : Submodule ℂ (n → ℂ) :=
  LinearMap.ker (A - (c : ℂ) • (1 : Matrix n n ℂ)).mulVecLin

lemma mem_channelSpace (A : Matrix n n ℂ) (c : ℝ) (v : n → ℂ) :
    v ∈ channelSpace A c ↔ A *ᵥ v = (c : ℂ) • v := by
  rw [channelSpace, LinearMap.mem_ker, Matrix.mulVecLin_apply, Matrix.sub_mulVec,
    Matrix.smul_mulVec, Matrix.one_mulVec, sub_eq_zero]

omit [DecidableEq n] in
lemma mulVec_star_of_antisymm {r : Matrix n n ℂ} (hr : rᵀ = -r) (w : n → ℂ) :
    r *ᵥ star w = -star (rᴴ *ᵥ w) := by
  rw [Matrix.star_mulVec, Matrix.conjTranspose_conjTranspose, ← Matrix.mulVec_transpose,
    hr, Matrix.neg_mulVec, neg_neg]

/-- For antisymmetric `r`, the complex conjugate of the reflected wave `r v` lies in the
same eigenspace of `r† r` as the incoming wave `v`. -/
theorem conj_reflected_mem {r : Matrix n n ℂ} (hr : rᵀ = -r) {R : ℝ} {v : n → ℂ}
    (hv : v ∈ channelSpace (rᴴ * r) R) :
    star (r *ᵥ v) ∈ channelSpace (rᴴ * r) R := by
  rw [mem_channelSpace, ← Matrix.mulVec_mulVec] at hv ⊢
  have hr' : (rᴴ)ᵀ = -rᴴ := by
    ext i j
    have h : r i j = -r j i := congrFun (congrFun hr j) i
    simp only [Matrix.transpose_apply, Matrix.conjTranspose_apply, Matrix.neg_apply, h, star_neg]
  have h2 : rᴴ *ᵥ star v = -star (r *ᵥ v) := by
    rw [mulVec_star_of_antisymm hr', Matrix.conjTranspose_conjTranspose]
  have h3 : star ((R : ℂ) • v) = (R : ℂ) • star v := by
    ext i
    simp
  rw [mulVec_star_of_antisymm hr, hv, h3, Matrix.mulVec_neg, Matrix.mulVec_smul, h2,
    smul_neg, neg_neg]

/-- An antisymmetric complex matrix of odd size has zero determinant. -/
theorem det_eq_zero_of_antisymm {A : Matrix n n ℂ} (hA : Aᵀ = -A)
    (hn : Odd (Fintype.card n)) : A.det = 0 := by
  have h := congrArg Matrix.det hA
  rw [Matrix.det_transpose, Matrix.det_neg, hn.neg_one_pow] at h
  linear_combination h / 2

/-- For an antisymmetric reflection matrix `r`, every eigenspace of `r† r` with positive
eigenvalue `R` has even dimension. -/
theorem even_finrank_reflection {r : Matrix n n ℂ} (hr : rᵀ = -r) {R : ℝ} (hR : 0 < R) :
    Even (finrank ℂ (channelSpace (rᴴ * r) R)) := by
  by_contra hodd
  rw [Nat.not_even_iff_odd] at hodd
  let b := Module.finBasis ℂ (channelSpace (rᴴ * r) R)
  let B := Matrix.toBilin' r
  have hB : ∀ u w : n → ℂ, B u w = u ⬝ᵥ r *ᵥ w := fun u w => Matrix.toBilin'_apply' r u w
  have hskew : ∀ u w : n → ℂ, B u w = -B w u := by
    intro u w
    rw [hB, hB, Matrix.dotProduct_mulVec, ← Matrix.mulVec_transpose, hr, Matrix.neg_mulVec,
      neg_dotProduct, dotProduct_comm]
  -- the form restricted to the eigenspace is an antisymmetric matrix of odd size
  let A : Matrix (Fin (finrank ℂ (channelSpace (rᴴ * r) R)))
      (Fin (finrank ℂ (channelSpace (rᴴ * r) R))) ℂ :=
    Matrix.of fun i j => B (b i : n → ℂ) (b j : n → ℂ)
  have hA : Aᵀ = -A := by
    ext i j
    exact hskew _ _
  have hdet : A.det = 0 := det_eq_zero_of_antisymm hA (by rwa [Fintype.card_fin])
  obtain ⟨x, hx0, hx⟩ := Matrix.exists_mulVec_eq_zero_iff.2 hdet
  obtain ⟨v, hv⟩ : ∃ v, v = ∑ j, x j • b j := ⟨_, rfl⟩
  have hvc : (v : n → ℂ) = ∑ j, x j • (b j : n → ℂ) := by
    rw [hv]
    simp
  -- `v` pairs to zero with the whole eigenspace
  have hz : (B.flip (v : n → ℂ)).comp (channelSpace (rᴴ * r) R).subtype = 0 := by
    refine b.ext fun i => ?_
    change B (b i : n → ℂ) (v : n → ℂ) = 0
    calc B (b i : n → ℂ) (v : n → ℂ)
        = ∑ j, B (b i : n → ℂ) (b j : n → ℂ) * x j := by
          rw [hvc, map_sum]
          exact Finset.sum_congr rfl fun j _ => by rw [map_smul, smul_eq_mul, mul_comm]
      _ = 0 := congrFun hx i
  -- pairing with the conjugated reflected wave gives the reflected flux
  have hflux : B (star (r *ᵥ (v : n → ℂ))) (v : n → ℂ) = 0 :=
    LinearMap.congr_fun hz ⟨_, conj_reflected_mem hr v.2⟩
  rw [hB, dotProduct_comm, dotProduct_star_self_eq_zero] at hflux
  have hev := (mem_channelSpace _ _ _).1 v.2
  rw [← Matrix.mulVec_mulVec, hflux, Matrix.mulVec_zero] at hev
  have hv0 : (v : n → ℂ) = 0 :=
    (smul_eq_zero.1 hev.symm).resolve_left (Complex.ofReal_ne_zero.2 hR.ne')
  have hsum : ∑ j, x j • b j = 0 := by
    rw [← hv]
    exact Subtype.ext hv0
  exact hx0 (funext (Fintype.linearIndependent_iff.1 b.linearIndependent x hsum))

end

end SpinOrbitScattering
```

Lean reports:

```
Main.lean:90:27: error: Tactic `rewrite` failed: Did not find an occurrence of the pattern
  star ?m.525 ⬝ᵥ ?m.525 = 0
in the target expression
  r *ᵥ ↑v ⬝ᵥ star (r *ᵥ ↑v) = 0

n : Type u_1
inst✝¹ : Fintype n
inst✝ : DecidableEq n
r : Matrix n n ℂ
hr : rᵀ = -r
R : ℝ
hR : 0 < R
hodd : Odd (finrank ℂ ↥(channelSpace (rᴴ * r) R))
b : Basis (Fin (finrank ℂ ↥(channelSpace (rᴴ * r) R))) ℂ ↥(channelSpace (rᴴ * r) R) :=
  finBasis ℂ ↥(channelSpace (rᴴ * r) R)
B : LinearMap.BilinForm ℂ (n → ℂ) := toBilin' r
hB : ∀ (u w : n → ℂ), (B u) w = u ⬝ᵥ r *ᵥ w
hskew : ∀ (u w : n → ℂ), (B u) w = -(B w) u
A : Matrix (Fin (finrank ℂ ↥(channelSpace (rᴴ * r) R))) (Fin (finrank ℂ ↥(channelSpace (rᴴ * r) R))) ℂ :=
  of fun i j => (B ↑(b i)) ↑(b j)
hA : Aᵀ = -A
hdet : A.det = 0
x : Fin (finrank ℂ ↥(channelSpace (rᴴ * r) R)) → ℂ
hx0 : x ≠ 0
hx : A *ᵥ x = 0
v : ↥(channelSpace (rᴴ * r) R)
hv : v = ∑ j, x j • b j
hvc : ↑v = ∑ j, x j • ↑(b j)
hz : B.flip ↑v ∘ₗ (channelSpace (rᴴ * r) R).subtype = 0
hflux : r *ᵥ ↑v ⬝ᵥ star (r *ᵥ ↑v) = 0
⊢ False
```

The repair, with which the file compiles:

```diff
@@ -88,5 +88,5 @@
   have hflux : B (star (r *ᵥ (v : n → ℂ))) (v : n → ℂ) = 0 :=
     LinearMap.congr_fun hz ⟨_, conj_reflected_mem hr v.2⟩
-  rw [hB, dotProduct_comm, dotProduct_star_self_eq_zero] at hflux
+  rw [hB, dotProduct_star_self_eq_zero] at hflux
   have hev := (mem_channelSpace _ _ _).1 v.2
   rw [← Matrix.mulVec_mulVec, hflux, Matrix.mulVec_zero] at hev
```

The error comes at the step that passes from zero squared norm to r v = 0. The lemma `dotProduct_star_self_eq_zero` rewrites an equation of the form `star w ⬝ᵥ w = 0`, with the conjugated vector on the left, to `w = 0`. Rewriting with `hB` already puts `hflux` in that form, `star (r *ᵥ ↑v) ⬝ᵥ r *ᵥ ↑v = 0`. The next rewrite, `dotProduct_comm`, exchanges the two factors and leaves `r *ᵥ ↑v ⬝ᵥ star (r *ᵥ ↑v) = 0`, which is the target shown in the message. The two equations say the same thing mathematically, but `rw` looks for the pattern as written and does not try the factors in the other order, so it finds no match.

The repair removes `dotProduct_comm`. The lemma then applies directly with `w` equal to `r *ᵥ ↑v`, and `hflux` becomes `r *ᵥ ↑v = 0`, which the later rewrite of `hev` uses.
